# The generators of neighbouring-orbital rotations generate the whole Lie algebra so(n)

For three orbitals labelled 0, 1, 2, let \(E_{pq}\) be the matrix with a single 1 in row \(p\), column \(q\), and let \(G_{pq}=E_{pq}-E_{qp}\); then \(G_{01}G_{12}-G_{12}G_{01}=G_{02}\), so the two neighbouring generators already produce the one that mixes the outer orbitals. The same mechanism works for \(n\) orbitals: commutators and real linear combinations of the neighbouring generators give exactly the antisymmetric \(n\times n\) matrices.

```lean
import Mathlib

open Matrix

namespace NeighbouringOrbitalRotations

variable {n : ℕ}

/-- The generator `E_pq - E_qp` of the rotation mixing orbitals `p` and `q`. -/
def rot (p q : Fin n) : Matrix (Fin n) (Fin n) ℝ :=
  Matrix.single p q 1 - Matrix.single q p 1

/-- The real subspace of antisymmetric `n` by `n` matrices. -/
def antisymmetric (n : ℕ) : Submodule ℝ (Matrix (Fin n) (Fin n) ℝ) where
  carrier := {A | Aᵀ = -A}
  add_mem' := by
    intro A B hA hB
    simp only [Set.mem_ofPred_eq] at *
    rw [transpose_add, hA, hB]
    abel
  zero_mem' := by simp
  smul_mem' := by
    intro c A hA
    simp only [Set.mem_ofPred_eq] at *
    rw [transpose_smul, hA, smul_neg]

/-- A subspace of matrices is closed under commutators. -/
def CommutatorClosed (V : Submodule ℝ (Matrix (Fin n) (Fin n) ℝ)) : Prop :=
  ∀ A ∈ V, ∀ B ∈ V, A * B - B * A ∈ V

/-- A subspace contains the rotation generators of all pairs of neighbouring orbitals. -/
def ContainsNeighbours (V : Submodule ℝ (Matrix (Fin n) (Fin n) ℝ)) : Prop :=
  ∀ p q : Fin n, p.val + 1 = q.val → rot p q ∈ V

/-- For `p ≠ q` and `q ≠ r`, the commutator of the generators mixing `p, q` and `q, r`
is the generator mixing `p, r`. -/
theorem rot_commutator {p q r : Fin n} (hpq : p ≠ q) (hqr : q ≠ r) :
    rot p q * rot q r - rot q r * rot p q = rot p r := by
  by_cases h : p = r
  · subst h
    have h0 : rot p p = 0 := by simp [rot]
    have h1 : rot q p = -rot p q := by simp [rot]
    rw [h0, h1]
    noncomm_ring
  · simp [rot, sub_mul, mul_sub, hpq, hqr, h, hpq.symm, hqr.symm, Ne.symm h]

/-- An antisymmetric matrix is the sum of the generators `rot p q` over all ordered pairs,
weighted by half its entries. -/
theorem antisymmetric_expansion (A : Matrix (Fin n) (Fin n) ℝ) (hA : Aᵀ = -A) :
    A = ∑ p, ∑ q, (A p q / 2) • rot p q := by
  have key : ∀ i j : Fin n,
      ∑ p, ∑ q, A p q / 2 * (if p = i ∧ q = j then (1 : ℝ) else 0) = A i j / 2 := by
    intro i j
    rw [Finset.sum_eq_single i, Finset.sum_eq_single j]
    · simp
    · intro q _ hq
      simp [hq]
    · simp
    · intro p _ hp
      simp [hp]
    · simp
  have key' : ∀ i j : Fin n,
      ∑ p, ∑ q, A p q / 2 * (if q = i ∧ p = j then (1 : ℝ) else 0) = A j i / 2 := by
    intro i j
    rw [Finset.sum_eq_single j, Finset.sum_eq_single i]
    · simp
    · intro q _ hq
      simp [hq]
    · simp
    · intro p _ hp
      simp [hp]
    · simp
  ext i j
  have hij : A j i = -A i j := congrFun (congrFun hA i) j
  simp only [Matrix.sum_apply, Matrix.smul_apply, rot, Matrix.sub_apply,
    Matrix.single_apply, smul_eq_mul, mul_sub, Finset.sum_sub_distrib, key, key']
  linarith

/-- A commutator-closed subspace containing the neighbouring generators contains the
generator of every pair of orbitals. -/
theorem rot_mem {V : Submodule ℝ (Matrix (Fin n) (Fin n) ℝ)}
    (hc : CommutatorClosed V) (hn : ContainsNeighbours V) (p q : Fin n) :
    rot p q ∈ V := by
  -- Induction on the distance: one more neighbouring link is added by a commutator.
  have up : ∀ (d : ℕ) (p q : Fin n), p.val + d + 1 = q.val → rot p q ∈ V := by
    intro d
    induction d with
    | zero => exact fun p q h => hn p q (by omega)
    | succ d ih =>
      intro p q h
      have hq := q.isLt
      obtain ⟨r, hr⟩ : ∃ r : Fin n, r.val = p.val + d + 1 :=
        ⟨⟨p.val + d + 1, by omega⟩, rfl⟩
      have hpr : p ≠ r := Fin.ne_of_val_ne (by omega)
      have hrq : r ≠ q := Fin.ne_of_val_ne (by omega)
      rw [← rot_commutator hpr hrq]
      exact hc _ (ih p r hr.symm) _ (hn r q (by omega))
  rcases lt_trichotomy p.val q.val with h | h | h
  · exact up (q.val - p.val - 1) p q (by omega)
  · have h0 : rot p q = 0 := by
      rw [Fin.ext h]
      simp [rot]
    rw [h0]
    exact V.zero_mem
  · have h1 : rot p q = -rot q p := by simp [rot]
    rw [h1]
    exact V.neg_mem (up (p.val - q.val - 1) q p (by omega))

/-- The antisymmetric matrices are the smallest real subspace that is closed under
commutators and contains the rotation generators of neighbouring orbitals. -/
theorem neighbours_generate_antisymmetric (n : ℕ) :
    IsLeast {V : Submodule ℝ (Matrix (Fin n) (Fin n) ℝ) |
      CommutatorClosed V ∧ ContainsNeighbours V} (antisymmetric n) := by
  refine ⟨⟨?_, ?_⟩, ?_⟩
  · intro A hA B hB
    have hA' : Aᵀ = -A := hA
    have hB' : Bᵀ = -B := hB
    change (A * B - B * A)ᵀ = -(A * B - B * A)
    rw [transpose_sub, transpose_mul, transpose_mul, hA', hB']
    noncomm_ring
  · intro p q _
    change (rot p q)ᵀ = -rot p q
    simp [rot, transpose_sub]
  · -- Minimality: expand an antisymmetric matrix in the generators.
    rintro V ⟨hc, hn⟩ A hA
    rw [antisymmetric_expansion A hA]
    exact V.sum_mem fun p _ => V.sum_mem fun q _ => V.smul_mem _ (rot_mem hc hn p q)

/-- A matrix that commutes with the rotation generators of all neighbouring orbitals
commutes with every antisymmetric matrix. -/
theorem commute_of_commute_neighbours (C : Matrix (Fin n) (Fin n) ℝ)
    (hC : ∀ p q : Fin n, p.val + 1 = q.val → C * rot p q = rot p q * C)
    (A : Matrix (Fin n) (Fin n) ℝ) (hA : Aᵀ = -A) : C * A = A * C := by
  -- The matrices commuting with `C` form a commutator-closed subspace.
  let V : Submodule ℝ (Matrix (Fin n) (Fin n) ℝ) :=
    { carrier := {B | C * B = B * C}
      add_mem' := by
        intro X Y hX hY
        simp only [Set.mem_ofPred_eq] at *
        rw [mul_add, add_mul, hX, hY]
      zero_mem' := by simp
      smul_mem' := by
        intro c X hX
        simp only [Set.mem_ofPred_eq] at *
        rw [mul_smul_comm, smul_mul_assoc, hX] }
  have hV : CommutatorClosed V := by
    intro X hX Y hY
    have hX' : C * X = X * C := hX
    have hY' : C * Y = Y * C := hY
    change C * (X * Y - Y * X) = (X * Y - Y * X) * C
    linear_combination (norm := noncomm_ring) hX' * Y + X * hY' - hY' * X - Y * hX'
  exact (neighbours_generate_antisymmetric n).2 ⟨hV, hC⟩ hA

/-- The subspace of matrices with no element between the orbitals up to `k` and the
orbitals above `k`. -/
def uncoupled (k : Fin n) : Submodule ℝ (Matrix (Fin n) (Fin n) ℝ) where
  carrier := {A | ∀ i j : Fin n, ¬(i.val ≤ k.val ↔ j.val ≤ k.val) → A i j = 0}
  add_mem' := by
    intro A B hA hB i j h
    rw [Matrix.add_apply, hA i j h, hB i j h, add_zero]
  zero_mem' := fun _ _ _ => rfl
  smul_mem' := by
    intro c A hA i j h
    rw [Matrix.smul_apply, hA i j h, smul_zero]

/-- No link can be left out: the matrices uncoupled at `k` are closed under commutators and
contain every neighbouring generator except the one mixing `k` and its successor `l`. -/
theorem every_link_needed (k l : Fin n) (hkl : k.val + 1 = l.val) :
    CommutatorClosed (uncoupled k) ∧
    (∀ p q : Fin n, p.val + 1 = q.val → p ≠ k → rot p q ∈ uncoupled k) ∧
    rot k l ∉ uncoupled k := by
  refine ⟨?_, ?_, ?_⟩
  · -- Products stay uncoupled: in each term, one factor is an entry between the two groups.
    have hm : ∀ A ∈ uncoupled k, ∀ B ∈ uncoupled k, A * B ∈ uncoupled k := by
      intro A hA B hB i j hij
      rw [Matrix.mul_apply]
      apply Finset.sum_eq_zero
      intro m _
      by_cases h : (i.val ≤ k.val ↔ m.val ≤ k.val)
      · rw [hB m j (fun h' => hij (h.trans h')), mul_zero]
      · rw [hA i m h, zero_mul]
    exact fun A hA B hB => (uncoupled k).sub_mem (hm A hA B hB) (hm B hB A hA)
  · intro p q hpq hpk i j hij
    have hv : p.val ≠ k.val := fun h => hpk (Fin.ext h)
    have h1 : ¬(p = i ∧ q = j) := by
      rintro ⟨rfl, rfl⟩
      exact hij (by omega)
    have h2 : ¬(q = i ∧ p = j) := by
      rintro ⟨rfl, rfl⟩
      exact hij (by omega)
    simp only [rot, Matrix.sub_apply, Matrix.single_apply]
    rw [if_neg h1, if_neg h2, sub_zero]
  · intro h
    have hne : k ≠ l := Fin.ne_of_val_ne (by omega)
    have h0 : rot k l k l = 0 := h k l (by omega)
    simp [rot, hne, hne.symm] at h0

end NeighbouringOrbitalRotations
```

```lean
#print axioms NeighbouringOrbitalRotations.neighbours_generate_antisymmetric
#print axioms NeighbouringOrbitalRotations.commute_of_commute_neighbours
#print axioms NeighbouringOrbitalRotations.every_link_needed
```

```
'NeighbouringOrbitalRotations.neighbours_generate_antisymmetric' depends on axioms: [propext, Classical.choice, Quot.sound]
'NeighbouringOrbitalRotations.commute_of_commute_neighbours' depends on axioms: [propext, Classical.choice, Quot.sound]
'NeighbouringOrbitalRotations.every_link_needed' depends on axioms: [propext, Classical.choice, Quot.sound]
```

## The least subspace containing the neighbouring generators

The main theorem, `neighbours_generate_antisymmetric`, concerns real subspaces \(V\) of the \(n\times n\) matrices with two properties:

- if \(A\) and \(B\) lie in \(V\), so does \(AB-BA\) (`CommutatorClosed`);
- \(V\) contains \(G_{p,p+1}\) for every neighbouring pair (`ContainsNeighbours`).

It says that the antisymmetric matrices form the least such subspace. In Lean, `IsLeast` combines two claims: the antisymmetric matrices have both properties, and they are contained in every other subspace that has them. The order is inclusion of subspaces.

Orbitals are labelled by `Fin n`, that is, by \(0,\dots,n-1\). The matrix \(G_{pq}\) is `rot p q`, with \(E_{pq}\) written as `Matrix.single p q 1`. A subspace is a `Submodule` over ℝ, and `antisymmetric n` is defined by the condition \(A^{\mathsf T}=-A\), with no reference to the generators. Neighbours satisfy `p.val + 1 = q.val`, so the labels form an open chain and the last orbital is not linked to the first. For \(n=0\) or \(n=1\) there are no neighbouring pairs, and the least subspace is zero, as is the space of antisymmetric matrices.

Two further theorems use the same definitions. `commute_of_commute_neighbours` says that a real matrix \(C\) that commutes with every neighbouring generator commutes with every antisymmetric matrix. `every_link_needed` says that, for neighbours \(k\) and \(l=k+1\), some commutator-closed subspace contains all the neighbouring generators except \(G_{kl}\). Each link in the chain is therefore necessary within this set of generators; other generating sets are not considered.

## Orbital rotations in a finite real basis

Let \(\varphi_0,\dots,\varphi_{n-1}\) be real orthonormal orbitals. An antisymmetric matrix \(A\) generates the rotated set

\[
\varphi'_j=\sum_i \varphi_i\,(e^{A})_{ij}.
\]

For \(A=tG_{pq}\) with \(p\ne q\), only two orbitals change:

\[
\varphi'_p=\cos t\,\varphi_p-\sin t\,\varphi_q,\qquad
\varphi'_q=\sin t\,\varphi_p+\cos t\,\varphi_q .
\]

This fixes the sign convention of `rot p q`. In self-consistent field theory with a finite set of real orbitals, the entries of \(A\) can serve as the parameters of an orbital rotation, and the theorem says that the neighbouring pairs generate all of these directions once commutators are allowed.

"Neighbouring" refers to the labels, not to positions in space, and the labels may be assigned in any order. The model does not distinguish occupied from virtual orbitals, so it includes rotations within the occupied space that leave a closed-shell determinant's energy unchanged. Complex orbitals, whose rotations have anti-Hermitian generators, are not covered. The theorems also concern generators alone: they do not factor a finite rotation \(e^A\) into neighbouring rotations or count how many would be needed.

The result on commuting matrices has a similar reading. Under a small rotation, a one-electron matrix \(C\) becomes \(e^{-tG}Ce^{tG}=C+t(CG-GC)+O(t^2)\). If the first-order change vanishes for each neighbouring pair, it vanishes for every antisymmetric generator.

## From one link to every pair

The calculation rests on \(E_{ab}E_{cd}=\delta_{bc}E_{ad}\). For \(p\ne q\) and \(q\ne r\), the terms containing \(\delta_{pq}\) or \(\delta_{qr}\) vanish, which leaves

\[
G_{pq}G_{qr}=E_{pr}+\delta_{pr}E_{qq},\qquad
G_{qr}G_{pq}=E_{rp}+\delta_{pr}E_{qq}.
\]

Subtraction gives

\[
G_{pq}G_{qr}-G_{qr}G_{pq}=E_{pr}-E_{rp}=G_{pr}.
\]

This is `rot_commutator`. The Lean proof treats \(p=r\) separately: there \(G_{qp}=-G_{pq}\), so the commutator is zero, as is \(G_{pp}\). When the three labels are distinct, `simp` multiplies out the matrix units.

Now let \(V\) be any subspace with the two required properties. `rot_mem` shows that it contains every \(G_{pq}\). For \(p<q\), write \(q=p+d+1\) and use induction on \(d\). If \(d=0\), the orbitals are neighbours and \(G_{pq}\) is in \(V\) by assumption. For the step from \(d\) to \(d+1\), we have \(q=p+d+2\). Take \(r=p+d+1\), the orbital just before \(q\). Then

\[
G_{pq}=G_{pr}G_{rq}-G_{rq}G_{pr},
\]

where \(G_{pr}\) lies in \(V\) by the induction hypothesis and \(G_{rq}\) is a neighbouring generator. Closure under commutators puts \(G_{pq}\) in \(V\). The remaining cases follow from \(G_{pp}=0\) and \(G_{pq}=-G_{qp}\). In Lean, `up` carries out the induction and `omega` checks the arithmetic of the labels.

## From pairs to all antisymmetric matrices

If \(A^{\mathsf T}=-A\), summing over all ordered pairs gives

\[
\sum_{p,q}\frac{A_{pq}}{2}\,G_{pq}
=\frac12\sum_{p,q}A_{pq}E_{pq}-\frac12\sum_{p,q}A_{pq}E_{qp}
=\frac{A-A^{\mathsf T}}{2}=A .
\]

The factor \(1/2\) appears because each pair occurs twice, once in each order. This is `antisymmetric_expansion`. Its auxiliary statements `key` and `key'` evaluate the \(ij\) entries of the two sums as \(A_{ij}/2\) and \(A_{ji}/2\), and antisymmetry then combines them. Since \(V\) contains every \(G_{pq}\) and is closed under real linear combinations, it contains \(A\).

It remains to check that the antisymmetric matrices themselves have the two properties. Each \(G_{pq}\) is antisymmetric by construction, and for antisymmetric \(A\) and \(B\)

\[
(AB-BA)^{\mathsf T}=B^{\mathsf T}A^{\mathsf T}-A^{\mathsf T}B^{\mathsf T}
=BA-AB=-(AB-BA).
\]

The main theorem joins this check to the minimality argument.

## Matrices that commute with every link

Fix \(C\) and let \(V\) be the set of matrices that commute with it. This is a subspace, and if \(X\) and \(Y\) belong to it, then

\[
C(XY-YX)=XCY-YCX=(XY-YX)C .
\]

So \(V\) is closed under commutators. If \(C\) commutes with all the neighbouring generators, \(V\) contains them too, and minimality places every antisymmetric matrix in \(V\). The Lean proof follows this argument, with `linear_combination` assembling the displayed identity from the two commutation relations.

## Cutting the chain

To see why the link between \(k\) and \(l=k+1\) is needed, divide the orbitals into those with labels up to \(k\) and those above \(k\). The subspace `uncoupled k` consists of the matrices whose entries between the two groups vanish; these are block diagonal.

Suppose \(A\) and \(B\) are such matrices and \(i\) and \(j\) lie in different groups. In

\[
(AB)_{ij}=\sum_m A_{im}B_{mj},
\]

an intermediate orbital \(m\) in the group of \(i\) gives \(B_{mj}=0\), while an \(m\) in the other group gives \(A_{im}=0\). Every term vanishes, so products, and hence commutators, remain block diagonal. The Lean proof makes the same case distinction inside the sum.

Every neighbouring generator other than \(G_{kl}\) acts within one group and so belongs to `uncoupled k`. The generator \(G_{kl}\) has entry 1 at position \((k,l)\), between the groups, and does not belong. Without that link, commutators and linear combinations of the remaining generators can never couple the two groups. For \(n=2\) no generators remain, and `uncoupled k` is the space of diagonal matrices.
